# Two arrangements of unit atoms on a periodic chain diffract with equal intensities exactly when their vacancies do

Take a chain with two sites per period, 0 and 1, and put one unit atom on site 0. At reflection h an atom on site x contributes the phase factor exp(2πi hx/2), so the amplitude F(h) is

F(0) = 1, F(1) = 1.

Now exchange atom and vacancy, so that the atom sits on site 1:

F(0) = 1, F(1) = exp(πi) = −1.

The amplitude at h = 1 has changed sign, which the intensity |F(h)|² does not register. The forward beam, h = 0, only counts atoms, and there is one atom in both cases.

With three sites and one atom on site 0, the intensities at h = 0, 1, 2 are 1, 1, 1. For the complement, with atoms on sites 1 and 2, they are 4, 1, 1. Of these three, only h = 0 reveals the exchange.

## Atoms, amplitudes and intensities

```lean
import Mathlib

open Finset ComplexConjugate

namespace BabinetCrystal

noncomputable section

variable {N : ℕ} [NeZero N]
```

The number of sites per period is `N`, and `[NeZero N]` says that it is not zero. Sites and reflections are both elements of `ZMod N`, the integers modulo N, so site N is site 0 again and reflection h + N repeats reflection h. In particular, the reflections N, 2N, … have the same amplitude as the forward beam and belong to the class h = 0; below, "forward beam" stands for this whole class.

```lean
/-- Structure factor at reflection `h` of unit atoms placed on the sites `A` of a
periodic lattice with `N` sites per period. -/
def structureFactor (A : Finset (ZMod N)) (h : ZMod N) : ℂ :=
  ∑ x ∈ A, ZMod.stdAddChar (N := N) (h * x)
```

A crystal is a finite set A of occupied sites. Its structure factor is

F_A(h) = Σ_{x∈A} exp(2πi hx/N),

with a plus sign in the exponent and no prefactor. The function `ZMod.stdAddChar` supplies the exponential. All atoms are identical point scatterers of strength one, without thermal motion, and the radiation is taken to scatter at most once in the crystal.

```lean
/-- Diffracted intensity: the squared modulus of the structure factor. -/
def intensity (A : Finset (ZMod N)) (h : ZMod N) : ℝ :=
  ‖structureFactor A h‖ ^ 2
```

The intensity is I_A(h) = |F_A(h)|², a real number.

```lean
/-- Two arrangements of atoms are homometric if their intensities agree at every
reflection. -/
def Homometric (A B : Finset (ZMod N)) : Prop :=
  ∀ h, intensity A h = intensity B h
```

`Homometric A B` is the statement that I_A(h) = I_B(h) for every h, including h = 0. Crystallographers often keep the word for arrangements that are not congruent; here a set and its translate also qualify.

```lean
/-- Occupation density: one on occupied sites, zero on empty sites. -/
def density (A : Finset (ZMod N)) (x : ZMod N) : ℝ :=
  if x ∈ A then 1 else 0
```

The density ρ_A(x) is 1 on an occupied site and 0 on a vacancy.

```lean
/-- Patterson function: the autocorrelation of the occupation density. -/
def patterson (A : Finset (ZMod N)) (u : ZMod N) : ℝ :=
  ∑ x, density A x * density A (x + u)
```

The Patterson function counts the ordered pairs of occupied sites (x, x + u), so that at u = 0 each atom is paired with itself:

P_A(u) = Σ_x ρ_A(x) ρ_A(x+u).

```lean
/-- The structure factor is the sum of the phase factors `exp (2πi h x / N)` over the
occupied sites. -/
theorem structureFactor_eq_exp (A : Finset (ZMod N)) (h : ZMod N) :
    structureFactor A h =
      ∑ x ∈ A, Complex.exp (2 * Real.pi * Complex.I * (h.val * x.val) / N) := by
  refine Finset.sum_congr rfl fun x _ => ?_
  have key := ZMod.stdAddChar_coe (N := N) ((h.val : ℤ) * (x.val : ℤ))
  have hx : (((h.val : ℤ) * (x.val : ℤ) : ℤ) : ZMod N) = h * x := by
    push_cast
    rw [ZMod.natCast_zmod_val, ZMod.natCast_zmod_val]
  rw [hx] at key
  rw [key]
  push_cast
  rfl
```

This theorem confirms the exponential form of F. Here `h.val` and `x.val` are the representatives between 0 and N − 1. The proof compares the sums term by term: `ZMod.stdAddChar_coe` gives the character's value at an integer, and `hx` checks that the integer product reduces to `h * x` modulo N.

## The sign change away from the forward beam

```lean
/-- Babinet's principle for amplitudes: if `h` is not zero modulo `N`, exchanging atoms and
vacancies reverses the sign of the structure factor. -/
theorem structureFactor_compl (A : Finset (ZMod N)) {h : ZMod N} (hh : h ≠ 0) :
    structureFactor Aᶜ h = -structureFactor A h := by
  -- the fully occupied lattice gives no scattering at `h ≠ 0`
  have full : structureFactor A h + structureFactor Aᶜ h = 0 := by
    unfold structureFactor
    rw [Finset.sum_add_sum_compl]
    simp only [mul_comm h]
    rw [AddChar.sum_mulShift h (ZMod.isPrimitive_stdAddChar N)]
    simp [hh]
  linear_combination full
```

For h ≠ 0 the theorem says F_Aᶜ(h) = −F_A(h), where Aᶜ is the set of vacancies. By hand, add the two amplitudes to get a sum over all sites:

F_A(h) + F_Aᶜ(h) = S, with S = Σ_x exp(2πi hx/N).

Replacing x by x + 1 only reorders S, but multiplies it by exp(2πi h/N). That factor is not 1 when h ≠ 0, so S = 0.

In Lean, `Finset.sum_add_sum_compl` joins the sums, `AddChar.sum_mulShift` evaluates the result by orthogonality of characters, and `linear_combination` rearranges. Babinet's principle in optics concerns waves behind complementary screens; this is its discrete analogue for point atoms on a chain.

The hypothesis h ≠ 0 matters: in the three-site example the forward amplitudes are 1 and 2, not opposite.

```lean
/-- The forward intensity is the square of the number of atoms. -/
theorem intensity_zero (A : Finset (ZMod N)) :
    intensity A 0 = (A.card : ℝ) ^ 2 := by
  simp [intensity, structureFactor]
```

At h = 0 every phase factor is 1, so F_A(0) = |A|, the number of atoms, and I_A(0) = |A|². `simp` does this from the definitions.

```lean
/-- Equal forward intensities mean equal numbers of atoms. -/
theorem card_eq_of_intensity_zero {A B : Finset (ZMod N)}
    (h : intensity A 0 = intensity B 0) : A.card = B.card := by
  rw [intensity_zero, intensity_zero] at h
  have h' := (sq_eq_sq₀ (Nat.cast_nonneg A.card) (Nat.cast_nonneg B.card)).1 h
  exact_mod_cast h'
```

If |A|² = |B|², then |A| = |B|, because neither number is negative. `sq_eq_sq₀` is that step, and `exact_mod_cast` carries the equality from real numbers back to natural numbers.

## Complementary crystals and half filling

```lean
/-- Two arrangements of unit atoms have equal intensities at every reflection if and only
if the arrangements of their vacancies do. -/
theorem homometric_compl_iff (A B : Finset (ZMod N)) :
    Homometric Aᶜ Bᶜ ↔ Homometric A B := by
  have forward : ∀ C D : Finset (ZMod N), Homometric C D → Homometric Cᶜ Dᶜ := by
    intro C D hCD h
    by_cases hh : h = 0
    · -- forward beam: count the vacancies
      subst hh
      have hcard := card_eq_of_intensity_zero (hCD 0)
      have hC := Finset.card_add_card_compl C
      have hD := Finset.card_add_card_compl D
      have hv : Cᶜ.card = Dᶜ.card := by omega
      rw [intensity_zero, intensity_zero, hv]
    · -- all other reflections: only the sign of the amplitude changes
      have hI := hCD h
      unfold intensity at hI ⊢
      rw [structureFactor_compl C hh, structureFactor_compl D hh, norm_neg, norm_neg]
      exact hI
  constructor
  · intro h
    have h' := forward _ _ h
    rwa [compl_compl, compl_compl] at h'
  · exact forward A B
```

The statement reads: Aᶜ and Bᶜ have equal intensities at every h if and only if A and B do. Suppose first that A and B do.

At h = 0, |A| = |B|, hence

|Aᶜ| = N − |A| = N − |B| = |Bᶜ|,

and the forward intensities of the complements agree. At h ≠ 0,

|F_Aᶜ(h)|² = |−F_A(h)|² = |F_A(h)|² = |F_B(h)|² = |F_Bᶜ(h)|².

Lean proves this as `forward` for arbitrary sets C and D; `by_cases` separates the two cases and `omega` does the counting. For the converse, `forward` is applied to the complements, and `compl_compl` returns the original sets.

```lean
/-- An arrangement of unit atoms has the same intensities as its own complement at every
reflection exactly when half of the sites are occupied. -/
theorem homometric_self_compl_iff (A : Finset (ZMod N)) :
    Homometric A Aᶜ ↔ 2 * A.card = N := by
  have hA := Finset.card_add_card_compl A
  rw [ZMod.card] at hA
  constructor
  · intro h
    have hcard := card_eq_of_intensity_zero (h 0)
    omega
  · intro hN h
    by_cases hh : h = 0
    · subst hh
      have hv : Aᶜ.card = A.card := by omega
      rw [intensity_zero, intensity_zero, hv]
    · unfold intensity
      rw [structureFactor_compl A hh, norm_neg]
```

A crystal has the same intensities as its own complement at every h exactly when 2|A| = N. If the intensities agree, the forward beam gives |A| = N − |A|. Conversely, half filling makes the forward intensities equal, and the sign change handles every other h.

Without half filling the agreement fails, as the intensities 1 and 4 of the three-site example show. With N = 1 the forward beam is the only reflection, and the full and empty chains give 1 and 0.

For structure determination, this means that intensities alone cannot tell atoms from vacancies in a half-filled chain of identical point scatterers.

## The same exchange seen in real space

```lean
/-- The intensity is the Fourier sum of the Patterson function. -/
theorem intensity_eq_fourier_patterson (A : Finset (ZMod N)) (h : ZMod N) :
    (intensity A h : ℂ) =
      ∑ u, (patterson A u : ℂ) * ZMod.stdAddChar (N := N) (h * u) := by
  -- write the structure factor as a sum over all sites, weighted by the density
  have hF : structureFactor A h =
      ∑ x, (density A x : ℂ) * ZMod.stdAddChar (N := N) (h * x) := by
    have h1 : structureFactor A h =
        ∑ x ∈ A, (density A x : ℂ) * ZMod.stdAddChar (N := N) (h * x) :=
      Finset.sum_congr rfl fun x hx => by simp [density, hx]
    rw [h1]
    exact Finset.sum_subset (Finset.subset_univ A) fun x _ hx => by simp [density, hx]
  have shift : ∀ x : ZMod N, ∑ u, (density A (x + u) : ℂ) *
      ZMod.stdAddChar (N := N) (h * (x + u)) = structureFactor A h := by
    intro x
    rw [hF]
    exact Equiv.sum_comp (Equiv.addLeft x)
      (fun y => (density A y : ℂ) * ZMod.stdAddChar (N := N) (h * y))
  have hc : conj (structureFactor A h) =
      ∑ x, (density A x : ℂ) * ZMod.stdAddChar (N := N) (-(h * x)) := by
    rw [hF, map_sum]
    refine Finset.sum_congr rfl fun x _ => ?_
    rw [map_mul, Complex.conj_ofReal, AddChar.map_neg_eq_conj]
  have hI : (intensity A h : ℂ) = conj (structureFactor A h) * structureFactor A h := by
    rw [intensity, mul_comm, Complex.mul_conj, Complex.normSq_eq_norm_sq]
  rw [hI, hc, Finset.sum_mul]
  simp only [patterson, Complex.ofReal_sum, Complex.ofReal_mul, Finset.sum_mul]
  rw [Finset.sum_comm]
  refine Finset.sum_congr rfl fun x _ => ?_
  rw [← shift x, Finset.mul_sum]
  refine Finset.sum_congr rfl fun u _ => ?_
  -- the phase depends only on the interatomic vector
  have phase : ZMod.stdAddChar (N := N) (h * u) =
      ZMod.stdAddChar (N := N) (-(h * x)) * ZMod.stdAddChar (N := N) (h * (x + u)) := by
    rw [← AddChar.map_add_eq_mul]
    congr 1
    ring
  rw [phase]
  ring
```

The intensity is the Fourier sum of the Patterson function. By hand,

I_A(h) = F_A(h)* F_A(h) = Σ_x Σ_y ρ_A(x) ρ_A(y) exp(2πi h(y−x)/N),

and setting y = x + u gives

I_A(h) = Σ_u P_A(u) exp(2πi hu/N).

In the proof, `hF` writes F as a sum over all sites, `hc` conjugates it, `shift` performs the substitution, and `phase` combines the exponentials. `Finset.sum_comm` exchanges the order of summation.

```lean
/-- Exchanging atoms and vacancies shifts the Patterson function by the constant
`N - 2 * card A`, the same for every interatomic vector. -/
theorem patterson_compl (A : Finset (ZMod N)) (u : ZMod N) :
    patterson Aᶜ u = patterson A u + ((N : ℝ) - 2 * A.card) := by
  have hd : ∀ x, density Aᶜ x = 1 - density A x := by
    intro x
    by_cases hx : x ∈ A <;> simp [density, hx]
  have hs : ∑ x, density A x = (A.card : ℝ) := by
    simp [density]
  have ht : ∑ x, density A (x + u) = (A.card : ℝ) := by
    rw [← hs]
    exact Equiv.sum_comp (Equiv.addRight u) (density A)
  have h1 : ∑ _x : ZMod N, (1 : ℝ) = N := by
    simp [ZMod.card]
  unfold patterson
  calc ∑ x, density Aᶜ x * density Aᶜ (x + u)
      = ∑ x, (density A x * density A (x + u) +
          (1 - density A x - density A (x + u))) := by
        refine Finset.sum_congr rfl fun x _ => ?_
        rw [hd, hd]
        ring
    _ = ∑ x, density A x * density A (x + u) + ((N : ℝ) - 2 * A.card) := by
        rw [Finset.sum_add_distrib, Finset.sum_sub_distrib, Finset.sum_sub_distrib,
          h1, hs, ht]
        ring

end

end BabinetCrystal
```

Since ρ_Aᶜ = 1 − ρ_A, each product expands as

(1 − ρ_A(x))(1 − ρ_A(x+u)) = ρ_A(x)ρ_A(x+u) + 1 − ρ_A(x) − ρ_A(x+u).

Summing over x gives P_Aᶜ(u) = P_A(u) + N − 2|A|. The `calc` block follows these two lines, with `hs` and `ht` supplying the two sums of the density.

A further step by hand, not used in the Lean proofs above, recovers the half-filling condition: the Fourier sum of this constant is N(N − 2|A|) at h = 0 and zero elsewhere.

```lean
#print axioms BabinetCrystal.homometric_compl_iff
-- 'BabinetCrystal.homometric_compl_iff' depends on axioms: [propext, Classical.choice, Quot.sound]
#print axioms BabinetCrystal.homometric_self_compl_iff
-- 'BabinetCrystal.homometric_self_compl_iff' depends on axioms: [propext, Classical.choice, Quot.sound]
#print axioms BabinetCrystal.intensity_eq_fourier_patterson
-- 'BabinetCrystal.intensity_eq_fourier_patterson' depends on axioms: [propext, Classical.choice, Quot.sound]
#print axioms BabinetCrystal.patterson_compl
-- 'BabinetCrystal.patterson_compl' depends on axioms: [propext, Classical.choice, Quot.sound]
```
